# A depth-one Anderson step can leave a larger residual than the Picard step

Before a self-consistent-field loop accepts an accelerated step, it can evaluate the residual at the proposed point and compare it with that of the plain step, at the cost of one extra evaluation of the self-consistency map. The example below gives a reason for this check: in an affine model with two variables, the Anderson step, whose weights sum to one and minimise the length of the combination of the two residuals already known, is worse than the plain Picard step, both in the residual at the new point and in distance to the solution.

The map is $G(x)=Mx+b$ on real vectors with finitely many components, and the residual is $G(x)-x$. Squared length, `sqNorm`, is the ordinary Euclidean $|v|^2=v\cdot v$.

In Lean 4 with Mathlib:

```lean
import Mathlib

open Matrix

namespace AndersonWorseThanPicard

noncomputable section

variable {n : Type*} [Fintype n]

/-- The squared Euclidean length of a real vector. -/
def sqNorm (v : n → ℝ) : ℝ := v ⬝ᵥ v

/-- One Picard step `G(x) = M x + b` of an affine fixed-point iteration. -/
def picard (M : Matrix n n ℝ) (b x : n → ℝ) : n → ℝ := M *ᵥ x + b

/-- The fixed-point residual `G(x) - x`. -/
def residual (M : Matrix n n ℝ) (b x : n → ℝ) : n → ℝ := picard M b x - x
```

Let $x_0$ be the old point and $x_1$ the new one, with residuals $f_0$ and $f_1$. For a real weight $t$ on the old point, the combined residual is
$$r(t)=(1-t)f_1+t f_0 .$$
`IsMinimisingWeight` says that $|r(t)|^2\le|r(s)|^2$ for every real $s$, so negative weights and weights above one are allowed. `IsAndersonStep` says that $y=(1-t)G(x_1)+tG(x_0)$ for such a weight. There is no damping, and only one earlier point is kept.

```lean
/-- The combination of an old and a new vector with weights `t` and `1 - t`. -/
def combine (t : ℝ) (old new : n → ℝ) : n → ℝ := (1 - t) • new + t • old

/-- The weight `t` minimises the length of the combined residual of `x0` and `x1`. -/
def IsMinimisingWeight (M : Matrix n n ℝ) (b x0 x1 : n → ℝ) (t : ℝ) : Prop :=
  ∀ s : ℝ, sqNorm (combine t (residual M b x0) (residual M b x1)) ≤
    sqNorm (combine s (residual M b x0) (residual M b x1))

/-- The vector `y` is an undamped depth-one Anderson iterate built from `x0` and `x1`:
the images `G(x0)` and `G(x1)` are combined with a residual-minimising weight. -/
def IsAndersonStep (M : Matrix n n ℝ) (b x0 x1 y : n → ℝ) : Prop :=
  ∃ t : ℝ, IsMinimisingWeight M b x0 x1 t ∧ y = combine t (picard M b x0) (picard M b x1)
```

## The map is affine

Physically, this describes an iteration whose response to a change of input is linear, as in a linearisation near a solution. In the definitions it is built into `picard`.

By hand, put $c=(1-t)x_1+t x_0$. The weights sum to one and $G$ is affine, so $y=G(c)$ and $G(c)-c=r(t)$. For any $x$, the constant $b$ cancels in
$$G(G(x))-G(x)=M\,(G(x)-x).$$
Taking $x=c$ gives the Anderson residual $M r(t)$, and taking $x=x_1$ gives the Picard residual $M f_1$.

The two lemmas state these identities. Their proofs expand the matrix products and leave the rearrangement to `module` and `abel`. For a nonlinear $G$ the identities generally fail, and the bounds derived from them no longer follow.

```lean
/-- The residual after combining two Picard images is `M` applied to the combined residual. -/
theorem residual_combine (M : Matrix n n ℝ) (b x0 x1 : n → ℝ) (t : ℝ) :
    residual M b (combine t (picard M b x0) (picard M b x1)) =
      M *ᵥ combine t (residual M b x0) (residual M b x1) := by
  simp only [residual, picard, combine, Matrix.mulVec_add, Matrix.mulVec_sub,
    Matrix.mulVec_smul]
  module

/-- A Picard step multiplies the residual by `M`. -/
theorem residual_picard (M : Matrix n n ℝ) (b x : n → ℝ) :
    residual M b (picard M b x) = M *ᵥ residual M b x := by
  simp only [residual, picard, Matrix.mulVec_add, Matrix.mulVec_sub]
  abel
```

## The weight is minimising and lengths shrink by a factor

The constant $\kappa$ in `hM` bounds how much of an error's length survives one application of $M$: $|Mv|^2\le\kappa^2|v|^2$ for all $v$. Together with the minimising property it gives
$$|M r(t)|^2\le\kappa^2|r(t)|^2\le\kappa^2|r(0)|^2=\kappa^2|f_1|^2 .$$
The proof follows this chain: `ht 0` compares the optimal weight with weight zero, and `hM` supplies the first inequality.

The theorem does not require $|\kappa|<1$, but only then does the bound promise a reduction of a nonzero residual. Both hypotheses matter in the example treated below, where $\kappa=3/4$ is valid and $|f_1|^2=5/8$. The non-minimising weight $t=1$ returns $y=G(x_0)=x_1$, whose squared residual $5/8$ exceeds the bound $45/128$. With $\kappa=1/2$, which violates `hM`, the bound would be $5/32$, and the true Anderson value is larger.

```lean
/-- If `M` multiplies every squared length by at most `κ ^ 2`, the squared residual of an Anderson
iterate is at most `κ ^ 2` times the squared residual at `x1`. -/
theorem anderson_residual_le (M : Matrix n n ℝ) (b x0 x1 y : n → ℝ) (κ : ℝ)
    (hM : ∀ v, sqNorm (M *ᵥ v) ≤ κ ^ 2 * sqNorm v) (hy : IsAndersonStep M b x0 x1 y) :
    sqNorm (residual M b y) ≤ κ ^ 2 * sqNorm (residual M b x1) := by
  obtain ⟨t, ht, rfl⟩ := hy
  rw [residual_combine]
  -- compare the optimal weight with the weight zero
  have h0 := ht 0
  have hc : combine 0 (residual M b x0) (residual M b x1) = residual M b x1 := by
    simp [combine]
  rw [hc] at h0
  exact (hM _).trans (mul_le_mul_of_nonneg_left h0 (sq_nonneg κ))
```

## All lengths scale equally

Now suppose that $|Mv|^2=\kappa^2|v|^2$ for all $v$, so that every error has its length multiplied by the same factor $|\kappa|$, possibly with a rotation or reflection. The Picard residual then has squared length exactly $\kappa^2|f_1|^2$, which is the upper bound just found for Anderson. Hence the Anderson residual is never larger than the Picard residual in this case; the theorem does not compare distances to the solution. The proof rewrites the Picard side with `residual_picard` and `hM`, then applies the previous theorem.

```lean
/-- If `M` scales all lengths by one common factor, an Anderson iterate never has a larger
residual than the Picard iterate `G(x1)`. -/
theorem anderson_le_picard_of_uniform_scaling (M : Matrix n n ℝ) (b x0 x1 y : n → ℝ) (κ : ℝ)
    (hM : ∀ v, sqNorm (M *ᵥ v) = κ ^ 2 * sqNorm v) (hy : IsAndersonStep M b x0 x1 y) :
    sqNorm (residual M b y) ≤ sqNorm (residual M b (picard M b x1)) := by
  rw [residual_picard, hM]
  exact anderson_residual_le M b x0 x1 y κ (fun v => (hM v).le) hy
```

Without equal scaling the conclusion can fail. The minimisation measures $r(t)$, whereas the next residual is $M r(t)$, and a matrix with unequal factors weights the components differently. The example takes $M=\mathrm{diag}(3/4,-1/4)$ and $b=(1,1)$: one slowly decaying mode, and one that decays quickly with alternating sign.

```lean
/-- The iteration matrix `diag(3/4, -1/4)` of the counter-example. -/
def M₀ : Matrix (Fin 2) (Fin 2) ℝ := !![3 / 4, 0; 0, -1 / 4]

/-- The constant term `(1, 1)` of the counter-example. -/
def b₀ : Fin 2 → ℝ := ![1, 1]
```

`scaling_witness` shows that both length hypotheses are met by actual matrices. A quarter turn scaled by $1/2$ satisfies the equality, and the example matrix satisfies the inequality with $\kappa=3/4$, because $\tfrac{9}{16}v_0^2+\tfrac1{16}v_1^2\le\tfrac9{16}(v_0^2+v_1^2)$.

```lean
/-- A quarter turn scaled by `1/2` halves every length, and the matrix `diag(3/4, -1/4)`
shrinks every length by at least the factor `3/4`. -/
theorem scaling_witness :
    (∀ v : Fin 2 → ℝ, sqNorm (!![0, -1 / 2; 1 / 2, 0] *ᵥ v) = (1 / 2) ^ 2 * sqNorm v) ∧
    (∀ v : Fin 2 → ℝ, sqNorm (M₀ *ᵥ v) ≤ (3 / 4) ^ 2 * sqNorm v) := by
  constructor
  · intro v
    simp [sqNorm, Matrix.mulVec, dotProduct, Fin.sum_univ_two]
    ring
  · intro v
    have h1 : sqNorm (M₀ *ᵥ v) = 9 / 16 * (v 0 * v 0) + 1 / 16 * (v 1 * v 1) := by
      simp [sqNorm, M₀, Matrix.mulVec, dotProduct, Fin.sum_univ_two]
      ring
    have h2 : sqNorm v = v 0 * v 0 + v 1 * v 1 := by
      simp [sqNorm, dotProduct, Fin.sum_univ_two]
    rw [h1, h2]
    nlinarith [mul_self_nonneg (v 1)]
```

## The iteration starts at zero with one Picard step

The choice $x_0=0$, $x_1=G(x_0)$ is a cold start in which the first update is unaccelerated. It fixes the numbers; the general bounds above allow any pair of points. Here
$$x_1=(1,1),\quad G(x_1)=(\tfrac74,\tfrac34),\quad f_0=(1,1),\quad f_1=(\tfrac34,-\tfrac14),$$
and therefore
$$|r(t)|^2=\left(\tfrac34+\tfrac t4\right)^2+\left(-\tfrac14+\tfrac{5t}4\right)^2=\tfrac58-\tfrac t4+\tfrac{13}8t^2=\tfrac8{13}+\tfrac{13}8\left(t-\tfrac1{13}\right)^2 .$$
The only minimising weight is $t=1/13$. In `minimisingWeight_iff`, the equation `E` is this completed square; comparison with $s=1/13$ forces the square to vanish.

```lean
/-- The Picard map of the counter-example in components. -/
theorem picard_example (a c : ℝ) :
    picard M₀ b₀ ![a, c] = ![3 / 4 * a + 1, -1 / 4 * c + 1] := by
  ext i
  fin_cases i <;> simp [picard, M₀, b₀] <;> ring

/-- In the counter-example the residual-minimising weight of the old point is exactly `1/13`. -/
theorem minimisingWeight_iff (t : ℝ) :
    IsMinimisingWeight M₀ b₀ ![0, 0] (picard M₀ b₀ ![0, 0]) t ↔ t = 1 / 13 := by
  -- the squared combined residual is a parabola in the weight
  have E : ∀ s : ℝ, sqNorm (combine s (residual M₀ b₀ ![0, 0])
      (residual M₀ b₀ (picard M₀ b₀ ![0, 0]))) = 8 / 13 + 13 / 8 * (s - 1 / 13) ^ 2 := by
    intro s
    simp only [residual, picard_example]
    simp [sqNorm, combine, dotProduct, Fin.sum_univ_two]
    ring
  unfold IsMinimisingWeight
  simp only [E]
  constructor
  · intro h
    have h1 := h (1 / 13)
    have h2 : (t - 1 / 13) ^ 2 ≤ 0 := by linarith
    have h3 : t - 1 / 13 = 0 :=
      (pow_eq_zero_iff two_ne_zero).1 (le_antisymm h2 (sq_nonneg _))
    linarith
  · rintro rfl s
    nlinarith [sq_nonneg (s - 1 / 13)]
```

The Anderson step is consequently unique:
$$y=\tfrac{12}{13}\left(\tfrac74,\tfrac34\right)+\tfrac1{13}(1,1)=\left(\tfrac{22}{13},\tfrac{10}{13}\right).$$
Since `andersonStep_iff` is an equivalence, it also shows that a step exists, so the hypothesis `hy` in the last two theorems can be satisfied.

```lean
/-- In the counter-example the Anderson iterate exists, is unique, and equals
`(22/13, 10/13)`. -/
theorem andersonStep_iff (y : Fin 2 → ℝ) :
    IsAndersonStep M₀ b₀ ![0, 0] (picard M₀ b₀ ![0, 0]) y ↔ y = ![22 / 13, 10 / 13] := by
  have hv : combine (1 / 13) (picard M₀ b₀ ![0, 0])
      (picard M₀ b₀ (picard M₀ b₀ ![0, 0])) = ![22 / 13, 10 / 13] := by
    simp only [picard_example]
    ext i
    fin_cases i <;> norm_num [combine]
  constructor
  · rintro ⟨t, ht, rfl⟩
    rw [(minimisingWeight_iff t).1 ht, hv]
  · intro h
    exact ⟨1 / 13, (minimisingWeight_iff _).2 rfl, h.trans hv.symm⟩
```

The optimal combined residual is $r(1/13)=(\tfrac{10}{13},-\tfrac2{13})$. Compared with $f_1$, its slow component has grown and its fast component has shrunk. Applying $M$ gives
$$|M r(\tfrac1{13})|^2=\left|(\tfrac{15}{26},\tfrac1{26})\right|^2=\tfrac{113}{338}\approx0.334,\qquad |M f_1|^2=\left|(\tfrac9{16},\tfrac1{16})\right|^2=\tfrac{41}{128}\approx0.320 .$$
The proof substitutes the unique $y$ and evaluates both residuals. The comparison concerns this single step and says nothing about which method converges faster over many iterations.

```lean
/-- For `G(x) = diag(3/4, -1/4) x + (1, 1)`, started at `x0 = 0` with `x1 = G(x0)`, the
Anderson iterate has squared residual `113/338`, the Picard iterate `G(x1)` has `41/128`,
and the Anderson value is the larger one. -/
theorem anderson_worse_than_picard (y : Fin 2 → ℝ)
    (hy : IsAndersonStep M₀ b₀ ![0, 0] (picard M₀ b₀ ![0, 0]) y) :
    sqNorm (residual M₀ b₀ y) = 113 / 338 ∧
    sqNorm (residual M₀ b₀ (picard M₀ b₀ (picard M₀ b₀ ![0, 0]))) = 41 / 128 ∧
    sqNorm (residual M₀ b₀ (picard M₀ b₀ (picard M₀ b₀ ![0, 0]))) <
      sqNorm (residual M₀ b₀ y) := by
  have hA : sqNorm (residual M₀ b₀ y) = 113 / 338 := by
    rw [(andersonStep_iff y).1 hy]
    simp only [residual, picard_example]
    norm_num [sqNorm, dotProduct, Fin.sum_univ_two]
  have hP : sqNorm (residual M₀ b₀ (picard M₀ b₀ (picard M₀ b₀ ![0, 0]))) = 41 / 128 := by
    simp only [residual, picard_example]
    norm_num [sqNorm, dotProduct, Fin.sum_univ_two]
  refine ⟨hA, hP, ?_⟩
  rw [hA, hP]
  norm_num
```

The fixed point is $(4,\tfrac45)$, since $\tfrac34\cdot4+1=4$ and $-\tfrac14\cdot\tfrac45+1=\tfrac45$. The squared distances to it are
$$\left|G(x_1)-(4,\tfrac45)\right|^2=\tfrac{81}{16}+\tfrac1{400}=\tfrac{1013}{200}\approx5.07,\qquad \left|y-(4,\tfrac45)\right|^2=\tfrac{900}{169}+\tfrac4{4225}=\tfrac{22504}{4225}\approx5.33 .$$
The last theorem states the fixed-point equation and the strict inequality between these distances, again by direct evaluation.

```lean
/-- In the same example `(4, 4/5)` is a fixed point of `G`, and the Picard iterate `G(x1)`
lies closer to it than the Anderson iterate. -/
theorem anderson_farther_from_solution (y : Fin 2 → ℝ)
    (hy : IsAndersonStep M₀ b₀ ![0, 0] (picard M₀ b₀ ![0, 0]) y) :
    picard M₀ b₀ ![4, 4 / 5] = ![4, 4 / 5] ∧
    sqNorm (picard M₀ b₀ (picard M₀ b₀ ![0, 0]) - ![4, 4 / 5]) <
      sqNorm (y - ![4, 4 / 5]) := by
  constructor
  · rw [picard_example]
    norm_num
  · rw [(andersonStep_iff y).1 hy]
    simp only [picard_example]
    norm_num [sqNorm, dotProduct, Fin.sum_univ_two]

end

end AndersonWorseThanPicard
```

```lean
#print axioms AndersonWorseThanPicard.anderson_le_picard_of_uniform_scaling
-- 'AndersonWorseThanPicard.anderson_le_picard_of_uniform_scaling' depends on axioms: [propext, Classical.choice, Quot.sound]
#print axioms AndersonWorseThanPicard.anderson_worse_than_picard
-- 'AndersonWorseThanPicard.anderson_worse_than_picard' depends on axioms: [propext, Classical.choice, Quot.sound]
#print axioms AndersonWorseThanPicard.anderson_farther_from_solution
-- 'AndersonWorseThanPicard.anderson_farther_from_solution' depends on axioms: [propext, Classical.choice, Quot.sound]
```
